# One Positive Growth Rate at a Damped Saddle, Bounded by the Barrier Frequency

Take one mass-weighted coordinate on top of a barrier, with curvature -w² (w > 0) and friction g ≥ 0. Inserting q(t) = exp(xt) into q″ + gq′ - w²q = 0 gives

x² + gx - w² = 0.

For x ≥ 0 the left side increases strictly. It is negative at x = 0 and nonnegative at x = w, so there is one positive root, at most w, and equal to w only if g = 0. More friction raises the left side and moves the root down.

With several mass-weighted coordinates, Hessian H and friction matrix G, a growing solution v exp(xt) requires P(x)v = 0, where

P(x) = x²I + xG + H.

Let H be symmetric and invertible with exactly one negative eigenvalue -w², counted with multiplicity, and eigenvector u. Let G be symmetric positive semidefinite. Then exactly one x > 0 makes P(x) singular; x ≤ w, with equality iff Gu = 0; and adding positive semidefinite friction never raises x.

## Comparing null vectors across the saddle

Write

Q_x(z) = z·P(x)z = x²|z|² + x z·Gz + z·Hz.

**Curvature.** Split z = cu + a with a ⊥ u. The cross terms vanish, so

z·Hz + w²|z|² = a·Ha + w²|a|² ≥ 0,

with equality only if a = 0.

**Comparison.** Let P(x)v = 0 with x > 0 and v ≠ 0, and let Q_y(z) ≤ 0 with z ≠ 0. Suppose y > x. Then

Q_x(z) = Q_y(z) - (y² - x²)|z|² - (y - x) z·Gz < 0.

Also u·v ≠ 0, since Q_x is positive on nonzero vectors orthogonal to u, while Q_x(v) = 0. The vector a = (u·z)v - (u·v)z is orthogonal to u, and P(x)v = 0 gives

Q_x(a) = (u·v)² Q_x(z) < 0,

a contradiction. Hence y ≤ x.

Two growth rates therefore bound each other and coincide. If z is a null vector at y for friction G + K, with K positive semidefinite, then Q_y(z) = -y z·Kz ≤ 0, so y ≤ x. The same argument treats a stiffer Hessian H + K: there Q_y(z) = -z·Kz ≤ 0, and again y ≤ x.

**Existence.** By the curvature bound, Q_x(z) ≤ 0 with x ≥ 0 and z ≠ 0 forces x ≤ w. By compactness there is a largest x ≥ 0 with Q_x(v) ≤ 0 for some normalised v. If Q_x(z) were negative for any z, x could be increased slightly; so Q_x ≥ 0 everywhere and Q_x(v) = 0. A null direction of a positive semidefinite form is a null vector, so P(x)v = 0. Since Q_0(u) < 0, x > 0.

**Bound.** From the curvature estimate,

0 = Q_x(v) ≥ (x² - w²)|v|² + x v·Gv,

so x ≤ w. If x = w, then v·Gv = 0, hence Gv = 0, and v is parallel to u, so Gu = 0. Conversely, Gu = 0 gives P(w)u = 0, and uniqueness gives x = w.

**A two-coordinate instance.** Take H = diag(-4, 4), so w = 2, and let all four entries of G be 15/2. At x = 1,

P(1) = [[9/2, 15/2], [15/2, 25/2]], det P(1) = 225/4 - 225/4 = 0,

with null vector (5, -3). Deleting the off-diagonal friction gives x² + (15/2)x - 4 = 0, so x = 1/2. The two friction matrices differ by an indefinite matrix, so monotonicity does not order their rates.

## Saddle, pencil and growth rate in Lean

```lean
import Mathlib

open Matrix

namespace MultidimensionalKramers

variable {n : Type*} [Fintype n] [DecidableEq n]
```

The finite type `n` labels the coordinates. `IsSaddle H w u` records the unstable mode and strict positivity on its orthogonal complement; `u` need not be normalised.

```lean
/-- A first-order saddle: the symmetric Hessian `H` has the unstable eigenvector `u` with
eigenvalue `-w²`, `w > 0`, and positive curvature in every direction orthogonal to `u`. -/
structure IsSaddle (H : Matrix n n ℝ) (w : ℝ) (u : n → ℝ) : Prop where
  symm : H.IsSymm
  w_pos : 0 < w
  u_ne : u ≠ 0
  unstable : H *ᵥ u = (-(w ^ 2)) • u
  stable : ∀ z, z ≠ 0 → u ⬝ᵥ z = 0 → 0 < z ⬝ᵥ H *ᵥ z

/-- The matrix `x² I + x G + H` obtained by inserting `exp (x t)` into the linearised damped
equation of motion with friction `G` and Hessian `H`. -/
def pencil (G H : Matrix n n ℝ) (x : ℝ) : Matrix n n ℝ := x ^ 2 • 1 + x • G + H
```

`IsRate` means a positive real growth exponent, not a reaction rate constant.

```lean
/-- `x` is a growth rate: it is positive and `x² I + x G + H` is singular. -/
def IsRate (G H : Matrix n n ℝ) (x : ℝ) : Prop := 0 < x ∧ (pencil G H x).det = 0
```

## Quadratic forms and the curvature bound

These lemmas supply positivity of |z|², the expansion of a symmetric form, symmetry of P(x), and the formula for Q_x.

```lean
omit [DecidableEq n] in
/-- A nonzero displacement has positive squared length. -/
theorem self_pos {z : n → ℝ} (hz : z ≠ 0) : 0 < z ⬝ᵥ z := by
  have h0 : 0 ≤ z ⬝ᵥ z := Finset.sum_nonneg fun i _ => mul_self_nonneg (z i)
  exact h0.lt_of_ne' fun h => hz (dotProduct_self_eq_zero.mp h)

omit [DecidableEq n] in
/-- The quadratic form of a symmetric matrix on a combination of two displacements. -/
theorem quad_sub {A : Matrix n n ℝ} (hA : A.IsSymm) (s t : ℝ) (v z : n → ℝ) :
    (s • v - t • z) ⬝ᵥ A *ᵥ (s • v - t • z) =
      s ^ 2 * (v ⬝ᵥ A *ᵥ v) - 2 * s * t * (z ⬝ᵥ A *ᵥ v) + t ^ 2 * (z ⬝ᵥ A *ᵥ z) := by
  have h : v ⬝ᵥ A *ᵥ z = z ⬝ᵥ A *ᵥ v := by
    rw [dotProduct_mulVec, ← mulVec_transpose, hA.eq, dotProduct_comm]
  simp only [mulVec_sub, mulVec_smul, sub_dotProduct, dotProduct_sub, smul_dotProduct,
    dotProduct_smul, smul_eq_mul, h]
  ring

omit [Fintype n] in
/-- For symmetric friction and Hessian the matrix `x² I + x G + H` is symmetric. -/
theorem pencil_symm {G H : Matrix n n ℝ} (hG : G.IsHermitian) (hH : H.IsSymm) (x : ℝ) :
    (pencil G H x).IsSymm := by
  have hGs : Gᵀ = G := (conjTranspose_eq_transpose_of_trivial G).symm.trans hG.eq
  change (pencil G H x)ᵀ = pencil G H x
  simp [pencil, transpose_add, transpose_smul, hGs, hH.eq]

/-- The quadratic form of `x² I + x G + H` splits into inertia, friction and curvature. -/
theorem quad_pencil (G H : Matrix n n ℝ) (x : ℝ) (z : n → ℝ) :
    z ⬝ᵥ pencil G H x *ᵥ z = x ^ 2 * (z ⬝ᵥ z) + x * (z ⬝ᵥ G *ᵥ z) + z ⬝ᵥ H *ᵥ z := by
  simp only [pencil, add_mulVec, smul_mulVec, one_mulVec, dotProduct_add, dotProduct_smul,
    smul_eq_mul]
```

The next proof uses |u|² times the orthogonal part, up to sign, which avoids division. The identity `key` is the curvature identity multiplied by |u|⁴.

```lean
/-- At a saddle the curvature along `z` is at least `-w² |z|²`, with equality only if `z` is
parallel to the unstable eigenvector. -/
theorem curvature_lower {H : Matrix n n ℝ} {w : ℝ} {u : n → ℝ} (hS : IsSaddle H w u)
    (z : n → ℝ) : -(w ^ 2) * (z ⬝ᵥ z) ≤ z ⬝ᵥ H *ᵥ z ∧
      (z ⬝ᵥ H *ᵥ z = -(w ^ 2) * (z ⬝ᵥ z) → (u ⬝ᵥ u) • z = (u ⬝ᵥ z) • u) := by
  have hu := self_pos hS.u_ne
  -- `a` is, up to a factor, the part of `z` orthogonal to `u`
  obtain ⟨a, ha⟩ : ∃ a, a = (u ⬝ᵥ z) • u - (u ⬝ᵥ u) • z := ⟨_, rfl⟩
  have e1 := quad_sub hS.symm (u ⬝ᵥ z) (u ⬝ᵥ u) u z
  have e2 := quad_sub (A := (1 : Matrix n n ℝ)) isSymm_one (u ⬝ᵥ z) (u ⬝ᵥ u) u z
  simp only [← ha, hS.unstable, dotProduct_smul, smul_eq_mul] at e1
  simp only [← ha, one_mulVec] at e2
  have key : a ⬝ᵥ H *ᵥ a + w ^ 2 * (a ⬝ᵥ a) =
      (u ⬝ᵥ u) ^ 2 * (z ⬝ᵥ H *ᵥ z + w ^ 2 * (z ⬝ᵥ z)) := by
    rw [e1, e2]; ring
  by_cases h0 : a = 0
  · simp only [h0, mulVec_zero, dotProduct_zero, mul_zero, add_zero] at key
    have h := (mul_eq_zero.mp key.symm).resolve_left (pow_pos hu 2).ne'
    exact ⟨by linarith, fun _ => (sub_eq_zero.mp (ha.symm.trans h0)).symm⟩
  · have horth : u ⬝ᵥ a = 0 := by
      simp only [ha, dotProduct_sub, dotProduct_smul, smul_eq_mul]; ring
    have h1 := hS.stable a h0 horth
    have h2 := mul_pos (pow_pos hS.w_pos 2) (self_pos h0)
    have h3 : 0 < (u ⬝ᵥ u) ^ 2 * (z ⬝ᵥ H *ᵥ z + w ^ 2 * (z ⬝ᵥ z)) := by linarith
    have h4 := (mul_pos_iff_of_pos_left (pow_pos hu 2)).mp h3
    exact ⟨by linarith, fun h => by linarith⟩
```

## Comparison and existence

In `rate_dominates`, `hneg` is Q_x(z) < 0, `ht` is u·v ≠ 0, and `e` evaluates the form on the combination `a`.

```lean
/-- Comparison principle at a saddle with positive semidefinite friction: if `x > 0` has a null
vector `v`, and the form of `y² I + y G + H` is nonpositive on some `z ≠ 0`, then `y ≤ x`. -/
theorem rate_dominates {G H : Matrix n n ℝ} {w : ℝ} {u : n → ℝ} (hS : IsSaddle H w u)
    (hG : G.PosSemidef) {x y : ℝ} {v z : n → ℝ} (hx : 0 < x) (hv : v ≠ 0)
    (hPv : pencil G H x *ᵥ v = 0) (hz : z ≠ 0) (hy : z ⬝ᵥ pencil G H y *ᵥ z ≤ 0) :
    y ≤ x := by
  by_contra hlt
  have hxy : x < y := not_le.mp hlt
  have g0 : ∀ q : n → ℝ, 0 ≤ q ⬝ᵥ G *ᵥ q := fun q => by
    simpa using hG.dotProduct_mulVec_nonneg q
  have hneg : z ⬝ᵥ pencil G H x *ᵥ z < 0 := by
    rw [quad_pencil] at hy ⊢
    have h1 : 0 < y ^ 2 - x ^ 2 := by nlinarith
    nlinarith [mul_pos h1 (self_pos hz), mul_nonneg (sub_pos.mpr hxy).le (g0 z)]
  -- the null vector cannot be orthogonal to the unstable direction
  have ht : u ⬝ᵥ v ≠ 0 := fun ht => by
    have h1 := quad_pencil G H x v
    rw [hPv, dotProduct_zero] at h1
    have h2 := hS.stable v hv ht
    have h3 := mul_pos (pow_pos hx 2) (self_pos hv)
    have h4 := mul_nonneg hx.le (g0 v)
    linarith
  -- a combination orthogonal to `u` would have negative curvature
  obtain ⟨a, ha⟩ : ∃ a, a = (u ⬝ᵥ z) • v - (u ⬝ᵥ v) • z := ⟨_, rfl⟩
  have e := quad_sub (pencil_symm hG.isHermitian hS.symm x) (u ⬝ᵥ z) (u ⬝ᵥ v) v z
  simp only [← ha, hPv, dotProduct_zero, mul_zero, sub_zero, zero_add] at e
  have h5 : (u ⬝ᵥ v) ^ 2 * (z ⬝ᵥ pencil G H x *ᵥ z) < 0 :=
    mul_neg_of_pos_of_neg (by positivity) hneg
  have ha0 : a ≠ 0 := fun h => by
    rw [h, zero_dotProduct] at e
    linarith
  have horth : u ⬝ᵥ a = 0 := by
    simp only [ha, dotProduct_sub, dotProduct_smul, smul_eq_mul]; ring
  have h6 := quad_pencil G H x a
  have h7 := hS.stable a ha0 horth
  have h8 := mul_pos (pow_pos hx 2) (self_pos ha0)
  have h9 := mul_nonneg hx.le (g0 a)
  linarith
```

For existence, `K` is the compact set of pairs (x, z) with 0 ≤ x ≤ w, Q_x(z) ≤ 0 and z normalised in the maximum norm. `hmem` rescales vectors into it. The explicit step `ε` replaces the continuity argument, and `hpsd` is the resulting Q_x ≥ 0.

```lean
/-- At a saddle with positive semidefinite friction a growth rate exists. -/
theorem exists_rate {G H : Matrix n n ℝ} {w : ℝ} {u : n → ℝ} (hS : IsSaddle H w u)
    (hG : G.PosSemidef) : ∃ x, IsRate G H x := by
  have g0 : ∀ q : n → ℝ, 0 ≤ q ⬝ᵥ G *ᵥ q := fun q => by
    simpa using hG.dotProduct_mulVec_nonneg q
  let f : ℝ × (n → ℝ) → ℝ := fun p =>
    p.1 ^ 2 * (p.2 ⬝ᵥ p.2) + p.1 * (p.2 ⬝ᵥ G *ᵥ p.2) + p.2 ⬝ᵥ H *ᵥ p.2
  have hf : Continuous f := by
    simp only [f, mulVec, dotProduct]
    fun_prop
  let K := (Set.Icc 0 w ×ˢ Metric.sphere (0 : n → ℝ) 1) ∩ {p | f p ≤ 0}
  have hK : IsCompact K :=
    (isCompact_Icc.prod (isCompact_sphere _ _)).inter_right (isClosed_le hf continuous_const)
  have hmem : ∀ (y : ℝ) (z : n → ℝ), 0 ≤ y → z ≠ 0 → f (y, z) ≤ 0 → ∃ q, (y, q) ∈ K := by
    intro y z hy hz h
    have hyw : y ≤ w := by
      by_contra hc
      have h1 : 0 < y ^ 2 - w ^ 2 := by nlinarith [hS.w_pos, not_le.mp hc]
      have h2 := mul_pos h1 (self_pos hz)
      have h3 := mul_nonneg hy (g0 z)
      have h4 := (curvature_lower hS z).1
      simp only [f] at h
      linarith
    refine ⟨‖z‖⁻¹ • z, ⟨⟨hy, hyw⟩, ?_⟩, ?_⟩
    · simp [norm_smul, hz]
    · have hs : f (y, ‖z‖⁻¹ • z) = ‖z‖⁻¹ ^ 2 * f (y, z) := by
        simp only [f, mulVec_smul, smul_dotProduct, dotProduct_smul, smul_eq_mul]; ring
      change f (y, ‖z‖⁻¹ • z) ≤ 0
      rw [hs]
      exact mul_nonpos_of_nonneg_of_nonpos (by positivity) h
  have hu : f (0, u) < 0 := by
    have h := mul_pos (pow_pos hS.w_pos 2) (self_pos hS.u_ne)
    simp only [f, hS.unstable, dotProduct_smul, smul_eq_mul]
    linarith
  obtain ⟨q, hq⟩ := hmem 0 u le_rfl hS.u_ne hu.le
  -- take the largest `x` at which the form is still nonpositive somewhere
  obtain ⟨⟨x, v⟩, hp, hmax⟩ := hK.exists_isMaxOn ⟨_, hq⟩ continuous_fst.continuousOn
  have hx0 : 0 ≤ x := hp.1.1.1
  have hpsd : ∀ z, 0 ≤ f (x, z) := by
    intro z
    by_contra hc
    have hF : f (x, z) < 0 := not_le.mp hc
    have hz : z ≠ 0 := fun h => by simp [f, h] at hF
    have ha := (self_pos hz).le
    obtain ⟨D, hD⟩ : ∃ D, D = 2 * x * (z ⬝ᵥ z) + z ⬝ᵥ z + z ⬝ᵥ G *ᵥ z := ⟨_, rfl⟩
    have hD0 : 0 ≤ D := by rw [hD]; have := g0 z; positivity
    have hden : 0 < D - f (x, z) := by linarith
    obtain ⟨ε, hε⟩ : ∃ ε, ε = -f (x, z) / (D - f (x, z)) := ⟨_, rfl⟩
    have hε0 : 0 < ε := by rw [hε]; exact div_pos (by linarith) hden
    have hε1 : ε ≤ 1 := by rw [hε, div_le_one hden]; linarith
    have hεD : ε * (D - f (x, z)) = -f (x, z) := by rw [hε]; field_simp
    have hstep : f (x + ε, z) = f (x, z) + ε * D - ε * (1 - ε) * (z ⬝ᵥ z) := by
      simp only [f, hD]; ring
    have hle : f (x + ε, z) ≤ 0 := by
      have h1 := mul_nonneg (mul_nonneg hε0.le (sub_nonneg.mpr hε1)) ha
      have h2 := mul_neg_of_pos_of_neg hε0 hF
      rw [hstep]
      linarith
    obtain ⟨r, hr⟩ := hmem (x + ε) z (by linarith) hz hle
    have h3 : x + ε ≤ x := hmax hr
    linarith
  have hxpos : 0 < x := hx0.lt_of_ne fun h => by
    have h1 := hpsd u
    rw [← h] at h1
    linarith
  have hP : (pencil G H x).PosSemidef := by
    refine PosSemidef.of_dotProduct_mulVec_nonneg ?_ fun z => ?_
    · exact (conjTranspose_eq_transpose_of_trivial _).trans
        (pencil_symm hG.isHermitian hS.symm x).eq
    · rw [star_trivial, quad_pencil]
      exact hpsd z
  have hv : v ≠ 0 := fun h => by
    have h1 := hp.1.2
    simp [h] at h1
  refine ⟨x, hxpos, exists_mulVec_eq_zero_iff.mp ⟨v, hv, ?_⟩⟩
  apply (hP.dotProduct_mulVec_zero_iff v).mp
  rw [star_trivial, quad_pencil]
  exact le_antisymm hp.2 (hpsd v)
```

## The growth rate and its isotropic value

`kramers_rate` combines these results. Its last clause bounds every growth rate for friction `G + K`.

```lean
/-- At a saddle with positive semidefinite friction `G` there is exactly one growth rate `x`.
It is at most `w`, with equality iff `G` annihilates the unstable eigenvector, and adding
positive semidefinite friction never raises it. -/
theorem kramers_rate {G H : Matrix n n ℝ} {w : ℝ} {u : n → ℝ} (hS : IsSaddle H w u)
    (hG : G.PosSemidef) :
    ∃ x, IsRate G H x ∧ (∀ y, IsRate G H y → y = x) ∧ x ≤ w ∧ (x = w ↔ G *ᵥ u = 0) ∧
      ∀ K : Matrix n n ℝ, K.PosSemidef → ∀ y, IsRate (G + K) H y → y ≤ x := by
  obtain ⟨x, hx⟩ := exists_rate hS hG
  obtain ⟨v, hv, hPv⟩ := exists_mulVec_eq_zero_iff.mpr hx.2
  have huniq : ∀ y, IsRate G H y → y = x := by
    intro y hy
    obtain ⟨z, hz, hPz⟩ := exists_mulVec_eq_zero_iff.mpr hy.2
    exact le_antisymm (rate_dominates hS hG hx.1 hv hPv hz (by simp [hPz]))
      (rate_dominates hS hG hy.1 hz hPz hv (by simp [hPv]))
  have hq := quad_pencil G H x v
  rw [hPv, dotProduct_zero] at hq
  have hg : 0 ≤ v ⬝ᵥ G *ᵥ v := by simpa using hG.dotProduct_mulVec_nonneg v
  have hl := curvature_lower hS v
  have hxg := mul_nonneg hx.1.le hg
  refine ⟨x, hx, huniq, ?_, ⟨fun hxw => ?_, fun hGu => ?_⟩, ?_⟩
  · by_contra hc
    have h1 : 0 < x ^ 2 - w ^ 2 := by nlinarith [hS.w_pos, not_le.mp hc]
    have h2 := mul_pos h1 (self_pos hv)
    linarith [hl.1]
  · -- at `x = w` the null vector feels no friction and is parallel to `u`
    have hsq : x ^ 2 * (v ⬝ᵥ v) = w ^ 2 * (v ⬝ᵥ v) := by rw [hxw]
    have h0 : x * (v ⬝ᵥ G *ᵥ v) = 0 := by linarith [hl.1]
    have hGv : G *ᵥ v = 0 := (hG.dotProduct_mulVec_zero_iff v).mp (by
      rw [star_trivial]
      exact (mul_eq_zero.mp h0).resolve_left hx.1.ne')
    have hpar := hl.2 (by linarith)
    have h1 : (u ⬝ᵥ v) • (G *ᵥ u) = 0 := by
      rw [← mulVec_smul, ← hpar, mulVec_smul, hGv, smul_zero]
    refine (smul_eq_zero.mp h1).resolve_left fun h => ?_
    rw [h, zero_smul] at hpar
    exact (smul_ne_zero (self_pos hS.u_ne).ne' hv) hpar
  · refine (huniq w ⟨hS.w_pos, exists_mulVec_eq_zero_iff.mp ⟨u, hS.u_ne, ?_⟩⟩).symm
    simp only [pencil, add_mulVec, smul_mulVec, one_mulVec, hGu, hS.unstable]
    module
  · intro K hK y hy
    obtain ⟨z, hz, hPz⟩ := exists_mulVec_eq_zero_iff.mpr hy.2
    refine rate_dominates hS hG hx.1 hv hPv hz ?_
    have h1 := quad_pencil (G + K) H y z
    rw [hPz, dotProduct_zero, add_mulVec, dotProduct_add] at h1
    have h2 : 0 ≤ z ⬝ᵥ K *ᵥ z := by simpa using hK.dotProduct_mulVec_nonneg z
    rw [quad_pencil]
    linarith [mul_nonneg hy.1.le h2]
```

For G = γI, P(x)u = (x² + γx - w²)u. The positive root is the growth rate that enters Kramers' escape-rate formula, and uniqueness excludes any other growth rate.

```lean
/-- For isotropic friction `γ ≥ 0` at a saddle, the only growth rate is `√(γ²/4 + w²) - γ/2`. -/
theorem isotropic_rate {H : Matrix n n ℝ} {w : ℝ} {u : n → ℝ} (hS : IsSaddle H w u)
    {γ : ℝ} (hγ : 0 ≤ γ) (x : ℝ) :
    IsRate (γ • 1) H x ↔ x = √(γ ^ 2 / 4 + w ^ 2) - γ / 2 := by
  obtain ⟨r, hr⟩ : ∃ r, r = √(γ ^ 2 / 4 + w ^ 2) - γ / 2 := ⟨_, rfl⟩
  have hw := pow_pos hS.w_pos 2
  have hsq : √(γ ^ 2 / 4 + w ^ 2) ^ 2 = γ ^ 2 / 4 + w ^ 2 := Real.sq_sqrt (by positivity)
  have hr0 : 0 < r := by
    have h : γ / 2 < √(γ ^ 2 / 4 + w ^ 2) := Real.lt_sqrt_of_sq_lt (by linarith)
    linarith
  have hroot : r ^ 2 + r * γ - w ^ 2 = 0 := by rw [hr]; linear_combination hsq
  have hrate : IsRate (γ • 1) H r := by
    refine ⟨hr0, exists_mulVec_eq_zero_iff.mp ⟨u, hS.u_ne, ?_⟩⟩
    have h : pencil (γ • 1) H r *ᵥ u = (r ^ 2 + r * γ - w ^ 2) • u := by
      simp only [pencil, add_mulVec, smul_mulVec, one_mulVec, hS.unstable]
      module
    rw [h, hroot, zero_smul]
  obtain ⟨y, -, huniq, -⟩ := kramers_rate hS (PosSemidef.one.smul hγ)
  rw [← hr]
  exact ⟨fun h => (huniq x h).trans (huniq r hrate).symm, fun h => h ▸ hrate⟩
```

## From the spectrum to the saddle

The spectral hypotheses are one negative eigenvalue at index `i`, nonnegative eigenvalues elsewhere, and nonzero determinant. Invertibility makes the other eigenvalues positive; expanding z·Hz in eigenvectors then proves `stable`, with w = √(-λ_i), where λ_i is the negative eigenvalue.

```lean
/-- An invertible real symmetric Hessian with exactly one negative eigenvalue, counted with
multiplicity, is a saddle in the sense of `IsSaddle`. -/
theorem saddle_of_spectrum {H : Matrix n n ℝ} (hH : H.IsHermitian) (hdet : H.det ≠ 0) (i : n)
    (hi : hH.eigenvalues i < 0) (hpos : ∀ j, j ≠ i → 0 ≤ hH.eigenvalues j) :
    IsSaddle H (√(-hH.eigenvalues i)) (hH.eigenvectorBasis i).ofLp := by
  have hsymm : Hᵀ = H := (conjTranspose_eq_transpose_of_trivial H).symm.trans hH.eq
  have hne : ∀ j, (hH.eigenvectorBasis j).ofLp ≠ 0 := fun j h =>
    hH.eigenvectorBasis.orthonormal.ne_zero j (by ext k; exact congrFun h k)
  -- completeness of the normal modes
  have key : ∀ x y : n → ℝ, ∑ j, (x ⬝ᵥ (hH.eigenvectorBasis j).ofLp) *
      ((hH.eigenvectorBasis j).ofLp ⬝ᵥ y) = x ⬝ᵥ y := by
    intro x y
    have h := hH.eigenvectorBasis.sum_inner_mul_inner (WithLp.toLp 2 x) (WithLp.toLp 2 y)
    simp only [EuclideanSpace.inner_eq_star_dotProduct, star_trivial] at h
    rw [dotProduct_comm x y, ← h]
    refine Finset.sum_congr rfl fun j _ => ?_
    rw [dotProduct_comm x, dotProduct_comm y]
  refine ⟨hsymm, Real.sqrt_pos.mpr (by linarith), hne i, ?_, fun z hz horth => ?_⟩
  · rw [Real.sq_sqrt (by linarith), neg_neg]
    exact hH.mulVec_eigenvectorBasis i
  · have hterm : ∀ j, (z ⬝ᵥ (hH.eigenvectorBasis j).ofLp) *
        ((hH.eigenvectorBasis j).ofLp ⬝ᵥ H *ᵥ z) =
        hH.eigenvalues j * ((hH.eigenvectorBasis j).ofLp ⬝ᵥ z) ^ 2 := by
      intro j
      rw [dotProduct_mulVec _ H z, ← mulVec_transpose, hsymm, hH.mulVec_eigenvectorBasis,
        smul_dotProduct, smul_eq_mul, dotProduct_comm z]
      ring
    have hpos' : ∀ j, j ≠ i → 0 < hH.eigenvalues j := fun j hj =>
      (hpos j hj).lt_of_ne' fun h => hdet (exists_mulVec_eq_zero_iff.mp
        ⟨_, hne j, by rw [hH.mulVec_eigenvectorBasis, h, zero_smul]⟩)
    obtain ⟨j, hj⟩ : ∃ j, (hH.eigenvectorBasis j).ofLp ⬝ᵥ z ≠ 0 := by
      by_contra hall
      have hall' : ∀ j, (hH.eigenvectorBasis j).ofLp ⬝ᵥ z = 0 := fun j =>
        not_not.mp fun h => hall ⟨j, h⟩
      have h := key z z
      simp only [hall', mul_zero, Finset.sum_const_zero] at h
      exact (self_pos hz).ne h
    rw [← key z (H *ᵥ z), Finset.sum_congr rfl fun j _ => hterm j]
    refine Finset.sum_pos' (fun k _ => ?_) ⟨j, Finset.mem_univ j, ?_⟩
    · by_cases hk : k = i
      · rw [hk, horth]; simp
      · exact mul_nonneg (hpos k hk) (sq_nonneg _)
    · have hji : j ≠ i := fun h => hj (h ▸ horth)
      exact mul_pos (hpos' j hji) (by positivity)

end MultidimensionalKramers
```

```lean
#print axioms MultidimensionalKramers.kramers_rate
-- 'MultidimensionalKramers.kramers_rate' depends on axioms: [propext, Classical.choice, Quot.sound]
#print axioms MultidimensionalKramers.isotropic_rate
-- 'MultidimensionalKramers.isotropic_rate' depends on axioms: [propext, Classical.choice, Quot.sound]
#print axioms MultidimensionalKramers.saddle_of_spectrum
-- 'MultidimensionalKramers.saddle_of_spectrum' depends on axioms: [propext, Classical.choice, Quot.sound]
```

When friction is strong enough to keep the reactant well in thermal equilibrium, Kramers–Langer theory gives x/w as the friction correction to the harmonic transition-state rate. At weaker friction energy exchange limits escape, and the rate can rise with friction. For a harmonic saddle with memoryless, position-independent friction, added damping cannot increase the factor x/w. The escape rate itself, which also needs thermal noise and the reactant population, is not derived here.
